# An Ising ring of any positive length has a complex field at which its partition function vanishes

The theorem `exists_zero` concerns a finite Ising ring with a real nearest-neighbour coupling `K` of either sign or zero and a uniform complex field `h`, both in units of the temperature. Its partition function is defined as the trace of the `n`-th power of a 2 by 2 transfer matrix, and the claim is that for every nonzero `n` some complex `h` makes this trace zero. The proof takes a number `w` with `w ^ n = -1` and looks for a field at which the matrix has eigenvalues `a` and `w * a`, since the `n`-th powers of these cancel. The determinant does not depend on the field, so it fixes `a ^ 2`, and the field is then chosen, using the surjectivity of the complex cosine, to give the trace the value `a + w * a`.

An attempt in Lean 4 with a fault in it:

```lean
import Mathlib

namespace AntiferromagneticLeeYang

noncomputable section

/-- Transfer matrix of the Ising chain with real coupling `K` and complex field `h`,
both in units of the temperature. -/
def transferMatrix (K : ℝ) (h : ℂ) : Matrix (Fin 2) (Fin 2) ℂ :=
  !![Complex.exp (K + h), Complex.exp (-K); Complex.exp (-K), Complex.exp (K - h)]

/-- Partition function of the Ising ring of `n` spins, as the trace of the `n`-th power of the
transfer matrix. -/
def ringZ (K : ℝ) (h : ℂ) (n : ℕ) : ℂ := (transferMatrix K h ^ n).trace

/-- If `a` and `b` have the trace of a 2 by 2 matrix as sum and its determinant as product,
the trace of the `n`-th power is `a ^ n + b ^ n`. -/
theorem trace_pow_eq (M : Matrix (Fin 2) (Fin 2) ℂ) (a b : ℂ)
    (hs : a + b = M.trace) (hp : a * b = M.det) (n : ℕ) :
    (M ^ n).trace = a ^ n + b ^ n := by
  -- Cayley-Hamilton in dimension two
  have ch : M * M = (a + b) • M - (a * b) • (1 : Matrix (Fin 2) (Fin 2) ℂ) := by
    rw [hs, hp]
    ext i j
    fin_cases i <;> fin_cases j <;>
      simp [Matrix.mul_apply, Fin.sum_univ_two, Matrix.trace_fin_two, Matrix.det_fin_two] <;>
      ring
  have both : (M ^ n).trace = a ^ n + b ^ n ∧
      (M ^ (n + 1)).trace = a ^ (n + 1) + b ^ (n + 1) := by
    induction n with
    | zero =>
      constructor
      · rw [pow_zero, pow_zero, pow_zero, Matrix.trace_fin_two]
        simp
      · simp [hs]
    | succ n ih =>
      refine ⟨ih.2, ?_⟩
      have step : M ^ (n + 1 + 1) = (a + b) • M ^ (n + 1) - (a * b) • M ^ n := by
        rw [pow_succ, pow_succ, mul_assoc, ch, mul_sub, mul_smul_comm, mul_smul_comm, mul_one]
      rw [step, Matrix.trace_sub, Matrix.trace_smul, Matrix.trace_smul, ih.1, ih.2,
        smul_eq_mul, smul_eq_mul]
      ring
  exact both.1

/-- The trace of the transfer matrix is `2 exp(K) cosh(h)`. -/
theorem trace_transferMatrix (K : ℝ) (h : ℂ) :
    (transferMatrix K h).trace = ((2 * Real.exp K : ℝ) : ℂ) * Complex.cosh h := by
  have e1 : Complex.exp (K + h) = Complex.exp K * Complex.exp h := Complex.exp_add _ _
  have e2 : Complex.exp (K - h) = Complex.exp K * Complex.exp (-h) := by
    rw [sub_eq_add_neg, Complex.exp_add]
  rw [transferMatrix, Matrix.trace_fin_two_of, e1, e2, Complex.cosh]
  push_cast
  ring

/-- The determinant of the transfer matrix is `exp(2K) - exp(-2K)`, whatever the field. -/
theorem det_transferMatrix (K : ℝ) (h : ℂ) :
    (transferMatrix K h).det = ((Real.exp (2 * K) - Real.exp (-(2 * K)) : ℝ) : ℂ) := by
  have e1 : Complex.exp (K + h) * Complex.exp (K - h) = Complex.exp (2 * K) := by
    rw [← Complex.exp_add]; congr 1; ring
  have e2 : Complex.exp (-K) * Complex.exp (-K) = Complex.exp (-(2 * K)) := by
    rw [← Complex.exp_add]; congr 1; ring
  rw [transferMatrix, Matrix.det_fin_two_of]
  push_cast
  linear_combination e1 - e2

/-- A ring of any positive number of spins has a complex field at which its partition function
vanishes. -/
theorem exists_zero (K : ℝ) {n : ℕ} (hn : n ≠ 0) : ∃ h : ℂ, ringZ K h n = 0 := by
  obtain ⟨w, hw⟩ := IsAlgClosed.exists_pow_nat_eq (-1 : ℂ) (Nat.pos_of_ne_zero hn)
  have hw0 : w ≠ 0 := by
    rintro rfl
    rw [zero_pow hn] at hw
    norm_num at hw
  obtain ⟨a, ha⟩ := IsAlgClosed.exists_pow_nat_eq
    (((Real.exp (2 * K) - Real.exp (-(2 * K)) : ℝ) : ℂ) / w) (n := 2) (by norm_num)
  have hE : ((2 * Real.exp K : ℝ) : ℂ) ≠ 0 :=
    Complex.ofReal_ne_zero.mpr (by positivity)
  -- choose the field so that the eigenvalues are a and w a
  obtain ⟨u, hu⟩ := Complex.cos_surjective ((a + w * a) / ((2 * Real.exp K : ℝ) : ℂ))
  refine ⟨u * Complex.I, ?_⟩
  have hs : a + w * a = (transferMatrix K (u * Complex.I)).trace := by
    rw [trace_transferMatrix, Complex.cosh_mul_I, hu, mul_comm, div_mul_cancel₀ _ hE]
  have hp : a * (w * a) = (transferMatrix K (u * Complex.I)).det := by
    have h1 := (eq_div_iff hw0).mp ha
    rw [det_transferMatrix]
    linear_combination h1
  rw [ringZ, trace_pow_eq _ a (w * a) hs hp, mul_pow, hw]
  ring

end

end AntiferromagneticLeeYang
```

Lean reports:

```
Main.lean:82:64: error: Tactic `rewrite` failed: Did not find an occurrence of the pattern
  ?m.173 / ↑(2 * Real.exp K) * ↑(2 * Real.exp K)
in the target expression
  a + a * w = ↑(2 * Real.exp K) * ((a + a * w) / ↑(2 * Real.exp K))

K : ℝ
n : ℕ
hn : n ≠ 0
w : ℂ
hw : w ^ n = -1
hw0 : w ≠ 0
a : ℂ
ha : a ^ 2 = ↑(Real.exp (2 * K) - Real.exp (-(2 * K))) / w
hE : ↑(2 * Real.exp K) ≠ 0
u : ℂ
hu : Complex.cos u = (a + w * a) / ↑(2 * Real.exp K)
⊢ a + a * w = ↑(2 * Real.exp K) * ((a + a * w) / ↑(2 * Real.exp K))
```

The error is in the proof of `hs`, the statement that the trace has the chosen value. After `rw` has used `hu`, the right side is `↑(2 * Real.exp K)` times a quotient with that same number as denominator. `div_mul_cancel₀` needs the quotient to come first, and `mul_comm` was meant to swap the two factors. Given without arguments, however, `mul_comm` settled on the product `w * a` and turned it into `a * w` on both sides, as the printed goal shows. The outer product kept its order, so the pattern of `div_mul_cancel₀` was not found.

The repair no longer depends on which product gets rewritten. `eq_div_iff`, with `hE` to say that the denominator is nonzero, turns `hu` into `h1`, an equation without division: `Complex.cos u * ↑(2 * Real.exp K) = a + w * a`. The shortened `rw` leaves this same equation as the goal, with its sides exchanged and the factors of the cosine product in the other order. `linear_combination -h1` closes it, because the minus sign accounts for the exchanged sides and the `ring` check it runs ignores the order of factors.

The repair, with which the file compiles:

```diff
@@ -80,5 +80,7 @@
   refine ⟨u * Complex.I, ?_⟩
   have hs : a + w * a = (transferMatrix K (u * Complex.I)).trace := by
-    rw [trace_transferMatrix, Complex.cosh_mul_I, hu, mul_comm, div_mul_cancel₀ _ hE]
+    have h1 := (eq_div_iff hE).mp hu
+    rw [trace_transferMatrix, Complex.cosh_mul_I]
+    linear_combination -h1
   have hp : a * (w * a) = (transferMatrix K (u * Complex.I)).det := by
     have h1 := (eq_div_iff hw0).mp ha
```
